# For Hermitian position matrices and orthonormal orbitals, a unitary mixing lowers the spread exactly when it raises the sum of squared centres

Let $X_k$ be Hermitian matrices for the components of position, let the columns of $A$ be orthonormal orbitals, and let $U$ be unitary. The orbitals $AU$ have a smaller total variance of position than the orbitals $A$ if and only if their squared centres add up to more.

The physical problem is to choose localised orbitals. A set of occupied orbitals can be mixed by a unitary matrix without changing the space it spans, and this freedom is the gauge freedom meant here. Foster–Boys localisation in molecules fixes it by minimising the spread; in a finite basis, the result says that one may equally maximise the squared centres.

## Orbitals, centres and spread in a finite basis

An orbital $w$ is a vector of coefficients in a finite orthonormal basis. The $a$-th orbital is column $a$ of $A$, so that $w_a(i)=A_{ia}$. With $\langle u,v\rangle=\sum_i u_i^*v_i$, define

$$\langle X\rangle_w=\mathrm{Re}\,\langle w,Xw\rangle,\qquad \mathrm{Var}_w(X)=\|(X-\langle X\rangle_w)w\|^2,$$

$$\Omega(A)=\sum_{k,a}\mathrm{Var}_{w_a}(X_k),\qquad C(A)=\sum_{k,a}\langle X_k\rangle_{w_a}^2 .$$

In Lean these are `expect`, `variance`, `spread` and `centreSq`. The index type `ι` labels the position components, so any finite number of spatial dimensions is allowed. The operator $X_k^2$ is the square of the matrix $X_k$, which in a truncated basis differs in general from the matrix of the squared coordinate. The Foster–Boys spread uses the latter. For orthonormal orbitals it differs from $\Omega$ by a sum of expectation values that unitary mixing leaves unchanged (by the trace argument below), so the same trade-off holds for it.

```lean
import Mathlib

open Matrix

namespace MarzariVanderbiltSpread

noncomputable section

variable {n m ι : Type*} [Fintype n] [Fintype m] [Fintype ι]

/-- The expectation value `⟨w, X w⟩` (its real part) of an operator `X` in the orbital `w`. -/
def expect (X : Matrix n n ℂ) (w : n → ℂ) : ℝ := (star w ⬝ᵥ X *ᵥ w).re

/-- The variance of `X` in the orbital `w`: the squared norm of `(X - ⟨X⟩) w`. -/
def variance (X : Matrix n n ℂ) (w : n → ℂ) : ℝ :=
  ∑ i, ‖(X *ᵥ w - (expect X w : ℂ) • w) i‖ ^ 2

/-- The spread: the variances of all position components `X k`, summed over the orbitals
that form the columns of `A`. -/
def spread (X : ι → Matrix n n ℂ) (A : Matrix n m ℂ) : ℝ :=
  ∑ k, ∑ a, variance (X k) (fun i => A i a)

/-- The sum over the columns of `A` of the squared length of the orbital centre. -/
def centreSq (X : ι → Matrix n n ℂ) (A : Matrix n m ℂ) : ℝ :=
  ∑ k, ∑ a, expect (X k) (fun i => A i a) ^ 2
```

## Hermitian position components

Hermiticity says that position is an observable. In the derivation it moves $X$ across the inner product. For normalised $w$ and real $c$,

$$\|(X-c)w\|^2=\langle Xw,Xw\rangle-c\langle Xw,w\rangle-c\langle w,Xw\rangle+c^2\langle w,w\rangle=\langle w,X^2w\rangle-2c\langle w,Xw\rangle+c^2 .$$

Taking real parts and setting $c=\langle X\rangle_w$ gives $\mathrm{Var}_w(X)=\langle X^2\rangle_w-\langle X\rangle_w^2$.

In the proof, `hs` is the move across the inner product, `hsum` writes the squared norm as an inner product, `hexp` is the expansion displayed above, and `hre` takes the real part.

```lean
/-- For a Hermitian operator and a normalised orbital the variance is `⟨X²⟩ - ⟨X⟩²`. -/
theorem variance_eq {X : Matrix n n ℂ} (hX : X.IsHermitian) {w : n → ℂ}
    (hw : star w ⬝ᵥ w = 1) :
    variance X w = expect (X * X) w - expect X w ^ 2 := by
  -- a Hermitian operator can be moved to the other side of the inner product
  have hs : ∀ u, star (X *ᵥ w) ⬝ᵥ u = star w ⬝ᵥ X *ᵥ u := by
    intro u
    rw [Matrix.star_mulVec, hX.eq, Matrix.dotProduct_mulVec]
  have hsum : ∀ v : n → ℂ, ∑ i, ‖v i‖ ^ 2 = (star v ⬝ᵥ v).re := by
    intro v
    simp only [dotProduct, Complex.re_sum, Pi.star_apply]
    refine Finset.sum_congr rfl fun i _ => ?_
    rw [Complex.sq_norm, Complex.normSq_apply]
    simp only [Complex.star_def, Complex.mul_re, Complex.conj_re, Complex.conj_im]
    ring
  -- expand the square for a real shift `c`
  have hexp : ∀ c : ℝ, star (X *ᵥ w - (c : ℂ) • w) ⬝ᵥ (X *ᵥ w - (c : ℂ) • w)
      = star w ⬝ᵥ (X * X) *ᵥ w - 2 * (c : ℂ) * (star w ⬝ᵥ X *ᵥ w) + (c : ℂ) ^ 2 := by
    intro c
    have hc : star (c : ℂ) = c := Complex.conj_ofReal c
    simp only [star_sub, star_smul, hc, sub_dotProduct, dotProduct_sub, smul_dotProduct,
      dotProduct_smul, hs, Matrix.mulVec_mulVec, hw, smul_eq_mul]
    ring
  have hre : ∀ (c : ℝ) (p q : ℂ),
      (p - 2 * (c : ℂ) * q + (c : ℂ) ^ 2).re = p.re - 2 * c * q.re + c ^ 2 := by
    intro c p q
    simp [pow_two]
  unfold variance
  rw [hsum, hexp, hre]
  change expect (X * X) w - 2 * expect X w * expect X w + expect X w ^ 2 = _
  ring
```

Without Hermiticity this formula can fail. If $Xe_2=e_1$ and $Xe_1=0$, then $e_2$ has variance $1$, while $X^2=0$ and $\langle X\rangle_{e_2}=0$. The trade-off itself survives, which gives a neighbouring result: for any square $X$ and normalised $w$, the same expansion yields $\mathrm{Var}_w(X)=\|Xw\|^2-\langle X\rangle_w^2$, and the argument below runs with $X^\dagger X$ in place of $X^2$. This variant and the counter-examples in the text are argued in prose, separately from the Lean theorems.

## Unitary mixing of the orbitals

A unitary $U$ replaces the orbitals by another orthonormal set with the same span. The derivation uses $UU^\dagger=1$ inside a trace. For every operator $O$,

$$\sum_a\langle w'_a,Ow'_a\rangle=\mathrm{tr}(U^\dagger A^\dagger OAU)=\mathrm{tr}(A^\dagger OA\,UU^\dagger)=\sum_a\langle w_a,Ow_a\rangle,$$

where $w'_a$ is column $a$ of $AU$. This holds for $O=X_k$ and for $O=X_k^2$, and it requires neither a Hermitian $O$ nor orthonormal columns. The Lean theorem states it for the real parts; `h` identifies each sum with the real part of a trace, and `Matrix.trace_mul_comm` is the cyclic step.

```lean
/-- The sum over orbitals of the expectation value of any operator `O` is unchanged when
the orbitals are mixed by a unitary matrix. -/
theorem sum_expect_gauge [DecidableEq m] (O : Matrix n n ℂ) (A : Matrix n m ℂ)
    {U : Matrix m m ℂ} (hU : U ∈ Matrix.unitaryGroup m ℂ) :
    ∑ a, expect O (fun i => (A * U) i a) = ∑ a, expect O (fun i => A i a) := by
  -- both sides are real parts of traces
  have h : ∀ B : Matrix n m ℂ,
      ∑ a, expect O (fun i => B i a) = (Bᴴ * (O * B)).trace.re := by
    intro B
    rw [Matrix.trace, Complex.re_sum]
    rfl
  have hU' : U * Uᴴ = 1 := Matrix.mem_unitaryGroup_iff.mp hU
  have hAU : (A * U)ᴴ * (O * (A * U)) = Uᴴ * ((Aᴴ * (O * A)) * U) := by
    simp only [Matrix.conjTranspose_mul, Matrix.mul_assoc]
  rw [h, h, hAU, Matrix.trace_mul_comm, Matrix.mul_assoc, hU', Matrix.mul_one]
```

A multiple of a unitary matrix is not enough for the trade-off. Take $X=\mathrm{diag}(1,-1)$, $A=1$ and $U=\sqrt2\cdot 1$. The squared centres rise from $2$ to $8$, but the spread rises too, from $0$ to $4$.

The step to a crystal lies beyond these hypotheses. There the Marzari–Vanderbilt spread is summed over the Wannier functions of one cell, while a gauge that depends on the wave vector also mixes functions from different cells. The sum of $\langle r^2\rangle$ over one cell is then not invariant in general.

## Orthonormal orbitals

The condition $A^\dagger A=1$, `hA` in Lean, says that the orbitals are normalised and mutually orthogonal. The variance formula needs normalisation both before and after the mixing, and orthonormality of the whole set secures it:

$$(AU)^\dagger(AU)=U^\dagger(A^\dagger A)U=U^\dagger U=1 .$$

```lean
/-- A unitary mixture of orthonormal orbitals is again orthonormal. -/
theorem orthonormal_gauge [DecidableEq m] {A : Matrix n m ℂ} (hA : Aᴴ * A = 1)
    {U : Matrix m m ℂ} (hU : U ∈ Matrix.unitaryGroup m ℂ) : (A * U)ᴴ * (A * U) = 1 := by
  have hU' : Uᴴ * U = 1 := Matrix.mem_unitaryGroup_iff'.mp hU
  calc (A * U)ᴴ * (A * U) = Uᴴ * ((Aᴴ * A) * U) := by
        simp only [Matrix.conjTranspose_mul, Matrix.mul_assoc]
    _ = 1 := by rw [hA, Matrix.one_mul, hU']
```

Summing the variance formula over $k$ and $a$ now gives

$$\Omega(A)+C(A)=\sum_{k,a}\langle X_k^2\rangle_{w_a}.$$

In the proof, `hw` reads the normalisation of column $a$ from the diagonal entry of `hA`.

```lean
/-- For Hermitian position components and orthonormal orbitals, the spread plus the sum of
squared centres is the sum of all `⟨X²⟩`. -/
theorem spread_add_centreSq [DecidableEq m] {X : ι → Matrix n n ℂ}
    (hX : ∀ k, (X k).IsHermitian) {A : Matrix n m ℂ} (hA : Aᴴ * A = 1) :
    spread X A + centreSq X A = ∑ k, ∑ a, expect (X k * X k) (fun i => A i a) := by
  unfold spread centreSq
  rw [← Finset.sum_add_distrib]
  refine Finset.sum_congr rfl fun k _ => ?_
  rw [← Finset.sum_add_distrib]
  refine Finset.sum_congr rfl fun a _ => ?_
  have hw : star (fun i => A i a) ⬝ᵥ (fun i => A i a) = 1 :=
    (congrFun (congrFun hA a) a).trans (Matrix.one_apply_eq a)
  rw [variance_eq (hX k) hw]
  ring
```

It is not enough that $A^\dagger A$ is a multiple of the identity. With $X=\mathrm{diag}(1,-1)$, the orbitals $(1,1)$ and $(-1,1)$ have spread $4$ and squared centres $0$. A rotation turns them into $(\sqrt2,0)$ and $(0,\sqrt2)$, with spread still $4$ but squared centres $8$.

## The trade-off under all three conditions

The right-hand side of the last identity is a sum of traces, one for each $X_k^2$, so

$$\Omega(AU)+C(AU)=\Omega(A)+C(A).$$

The proof applies the identity to $AU$ and to $A$, then uses `sum_expect_gauge` for each `X k * X k`.

```lean
/-- For Hermitian position components and orthonormal orbitals, a unitary gauge change
leaves the spread plus the sum of squared centres unchanged. -/
theorem spread_add_centreSq_gauge [DecidableEq m] {X : ι → Matrix n n ℂ}
    (hX : ∀ k, (X k).IsHermitian) {A : Matrix n m ℂ} (hA : Aᴴ * A = 1)
    {U : Matrix m m ℂ} (hU : U ∈ Matrix.unitaryGroup m ℂ) :
    spread X (A * U) + centreSq X (A * U) = spread X A + centreSq X A := by
  rw [spread_add_centreSq hX (orthonormal_gauge hA hU), spread_add_centreSq hX hA]
  exact Finset.sum_congr rfl fun k _ => sum_expect_gauge (X k * X k) A hU
```

Two quantities with a fixed sum move in opposite directions. This is the equivalence stated at the start, and `linarith` derives both directions from the conserved sum.

```lean
/-- For Hermitian position components and orthonormal orbitals, a unitary gauge change
lowers the spread exactly when it raises the sum of squared centres. -/
theorem spread_lt_iff_centreSq_lt [DecidableEq m] {X : ι → Matrix n n ℂ}
    (hX : ∀ k, (X k).IsHermitian) {A : Matrix n m ℂ} (hA : Aᴴ * A = 1)
    {U : Matrix m m ℂ} (hU : U ∈ Matrix.unitaryGroup m ℂ) :
    spread X (A * U) < spread X A ↔ centreSq X A < centreSq X (A * U) := by
  have h := spread_add_centreSq_gauge hX hA hU
  constructor <;> intro h' <;> linarith
```

Comparing $U$ with every other unitary $V$ gives the variational form: $U$ minimises the spread exactly when it maximises the squared centres. The theorem characterises a minimiser and makes no statement about its existence.

```lean
/-- For Hermitian position components and orthonormal orbitals, a unitary gauge minimises
the spread among all unitary gauges exactly when it maximises the sum of squared centres. -/
theorem minimises_spread_iff [DecidableEq m] {X : ι → Matrix n n ℂ}
    (hX : ∀ k, (X k).IsHermitian) {A : Matrix n m ℂ} (hA : Aᴴ * A = 1)
    {U : Matrix m m ℂ} (hU : U ∈ Matrix.unitaryGroup m ℂ) :
    (∀ V ∈ Matrix.unitaryGroup m ℂ, spread X (A * U) ≤ spread X (A * V)) ↔
      ∀ V ∈ Matrix.unitaryGroup m ℂ, centreSq X (A * V) ≤ centreSq X (A * U) := by
  have h := spread_add_centreSq_gauge hX hA hU
  constructor <;> intro h' V hV <;>
    linarith [h' V hV, spread_add_centreSq_gauge hX hA hV]
```

In the smallest non-empty case, a single orbital, $U$ is a phase. Spread and squared centres both stay fixed, and both strict inequalities are false.

## A dimer with two orbitals

Put two sites at $1$ and $-1$, and take the real orbitals $(c,s)$ and $(-s,c)$ with $c^2+s^2=1$. Their centres are $c^2-s^2$ and $s^2-c^2$, so $C=2(c^2-s^2)^2$. Since $X^2=1$, the conserved sum is $2$, and

$$\Omega=2(c^2+s^2)^2-2(c^2-s^2)^2=8c^2s^2 .$$

Site orbitals ($s=0$) have $\Omega=0$ and $C=2$; bonding and antibonding orbitals ($c=s=1/\sqrt2$) have $\Omega=2$ and $C=0$.

In the proof, `e0` and `e1` are the two centres and `hXX` is $X^2=1$. The spread then follows from `spread_add_centreSq` by subtraction, as above.

```lean
/-- The position operator of a dimer with sites at `1` and `-1`. -/
def dimerX : Matrix (Fin 2) (Fin 2) ℂ := !![1, 0; 0, -1]

/-- The two dimer orbitals `(c, s)` and `(-s, c)`, as columns. -/
def dimerOrbitals (c s : ℝ) : Matrix (Fin 2) (Fin 2) ℂ := !![(c : ℂ), -(s : ℂ); (s : ℂ), (c : ℂ)]

/-- For `c² + s² = 1` the dimer orbitals have sum of squared centres `2 (c² - s²)²` and
spread `8 c² s²`. -/
theorem dimer_spread (c s : ℝ) (hcs : c ^ 2 + s ^ 2 = 1) :
    centreSq (fun _ : Fin 1 => dimerX) (dimerOrbitals c s) = 2 * (c ^ 2 - s ^ 2) ^ 2 ∧
      spread (fun _ : Fin 1 => dimerX) (dimerOrbitals c s) = 8 * c ^ 2 * s ^ 2 := by
  have hX : dimerX.IsHermitian := by
    unfold Matrix.IsHermitian
    ext i j
    fin_cases i <;> fin_cases j <;> simp [dimerX]
  have hXX : dimerX * dimerX = 1 := by
    ext i j
    fin_cases i <;> fin_cases j <;> simp [dimerX, Matrix.mul_apply, Fin.sum_univ_two]
  have h1 : (c : ℂ) * c + s * s = 1 := by
    have h2 : c * c + s * s = 1 := by linarith [hcs, sq c, sq s]
    exact_mod_cast h2
  have hA : (dimerOrbitals c s)ᴴ * dimerOrbitals c s = 1 := by
    ext i j
    fin_cases i <;> fin_cases j <;>
      simp [dimerOrbitals, Matrix.mul_apply, Fin.sum_univ_two] <;>
      first | linear_combination h1 | ring
  -- the two centres are opposite, and `X² = 1`
  have e0 : expect dimerX (fun i => dimerOrbitals c s i 0) = c ^ 2 - s ^ 2 := by
    simp [expect, dimerX, dimerOrbitals, dotProduct, Matrix.mulVec, Fin.sum_univ_two]
    ring
  have e1 : expect dimerX (fun i => dimerOrbitals c s i 1) = s ^ 2 - c ^ 2 := by
    simp [expect, dimerX, dimerOrbitals, dotProduct, Matrix.mulVec, Fin.sum_univ_two]
    ring
  have f0 : expect 1 (fun i => dimerOrbitals c s i 0) = c ^ 2 + s ^ 2 := by
    simp [expect, dimerOrbitals, dotProduct, Fin.sum_univ_two]
    ring
  have f1 : expect 1 (fun i => dimerOrbitals c s i 1) = s ^ 2 + c ^ 2 := by
    simp [expect, dimerOrbitals, dotProduct, Fin.sum_univ_two]
    ring
  have hc : centreSq (fun _ : Fin 1 => dimerX) (dimerOrbitals c s)
      = 2 * (c ^ 2 - s ^ 2) ^ 2 := by
    simp only [centreSq, Finset.univ_unique, Finset.sum_singleton, Fin.sum_univ_two, e0, e1]
    ring
  have h := spread_add_centreSq (X := fun _ : Fin 1 => dimerX) (fun _ => hX) hA
  simp only [Finset.univ_unique, Finset.sum_singleton, Fin.sum_univ_two, hXX, f0, f1] at h
  exact ⟨hc, by linear_combination h - hc - 2 * (c ^ 2 + s ^ 2) * hcs⟩

end

end MarzariVanderbiltSpread
```

```lean
#print axioms MarzariVanderbiltSpread.spread_lt_iff_centreSq_lt
#print axioms MarzariVanderbiltSpread.minimises_spread_iff
#print axioms MarzariVanderbiltSpread.dimer_spread
```

```
'MarzariVanderbiltSpread.spread_lt_iff_centreSq_lt' depends on axioms: [propext, Classical.choice, Quot.sound]
'MarzariVanderbiltSpread.minimises_spread_iff' depends on axioms: [propext, Classical.choice, Quot.sound]
'MarzariVanderbiltSpread.dimer_spread' depends on axioms: [propext, Classical.choice, Quot.sound]
```
